# Continuity of the discrete potential gradient at fixed charge under continuously varying positive link permittivities

The declaration `field_continuousAt` concerns a finite discrete Poisson model with an injective gradient matrix D and a strictly positive permittivity ε that depends on the electron density at each link. For a fixed charge ρ, the potential is φ = A(n)⁻¹ρ, where A(n) = Dᵀ diag(ε(nₑ)) D / (4π). If the density follows a path n(t) along which every link permittivity ε(nₑ(t)) is continuous at t₀, then each component of Dφ is continuous at t₀ as well. The attempt shows that A depends continuously on the link permittivities, writes its inverse as the adjugate divided by the nonzero determinant, and then applies the inverse to ρ and D to the result.

The failing Lean file:

```lean
import Mathlib

open Matrix
open scoped Real

namespace DiscreteFattebertGygi

noncomputable section

variable {E V : Type*} [Fintype E] [DecidableEq E] [Fintype V] [DecidableEq V]

/-- The Poisson matrix `Dᵀ diag(ε(n_e)) D / (4π)` of a medium whose permittivity on each link
is a function of the electron density there. -/
def poissonMatrix (D : Matrix E V ℝ) (ε : ℝ → ℝ) (n : E → ℝ) : Matrix V V ℝ :=
  (4 * π)⁻¹ • (Dᵀ * diagonal (fun e => ε (n e)) * D)

/-- The electrostatic potential `A(n)⁻¹ ρ` of the charge `ρ`, for an invertible Poisson matrix. -/
def potential (D : Matrix E V ℝ) (ε : ℝ → ℝ) (n : E → ℝ) (ρ : V → ℝ) : V → ℝ :=
  (poissonMatrix D ε n)⁻¹ *ᵥ ρ

omit [DecidableEq V] in
/-- The Poisson form of two potentials is the sum over links of the permittivity times the
product of their discrete gradients, divided by `4π`. -/
theorem poisson_form (D : Matrix E V ℝ) (ε : ℝ → ℝ) (n : E → ℝ) (χ ψ : V → ℝ) :
    χ ⬝ᵥ poissonMatrix D ε n *ᵥ ψ
      = (4 * π)⁻¹ * ∑ e, ε (n e) * (D *ᵥ χ) e * (D *ᵥ ψ) e := by
  unfold poissonMatrix
  rw [smul_mulVec, dotProduct_smul, ← mulVec_mulVec, ← mulVec_mulVec,
    dotProduct_mulVec, vecMul_transpose, smul_eq_mul]
  congr 1
  simp only [dotProduct, mulVec_diagonal]
  exact Finset.sum_congr rfl fun e _ => by ring

variable {D : Matrix E V ℝ} {ε : ℝ → ℝ}

omit [DecidableEq V] in
/-- For an injective discrete gradient and positive permittivity, the Poisson form is
strictly positive on every nonzero potential. -/
theorem poisson_form_pos (hD : Function.Injective D.mulVec) (hε : ∀ s, 0 < ε s)
    (n : E → ℝ) {ψ : V → ℝ} (hψ : ψ ≠ 0) : 0 < ψ ⬝ᵥ poissonMatrix D ε n *ᵥ ψ := by
  have hne : D *ᵥ ψ ≠ 0 := fun h => hψ (hD (h.trans (mulVec_zero D).symm))
  obtain ⟨e, he⟩ := Function.ne_iff.mp hne
  rw [poisson_form]
  refine mul_pos (by positivity) (Finset.sum_pos' (fun i _ => ?_) ⟨e, Finset.mem_univ e, ?_⟩)
  · rw [mul_assoc]
    exact mul_nonneg (hε _).le (mul_self_nonneg _)
  · rw [mul_assoc]
    exact mul_pos (hε _) (mul_self_pos.mpr he)

/-- The Poisson matrix has nonzero determinant, and the potential solves the discrete
Poisson equation `A(n) φ = ρ`. -/
theorem poisson_equation (hD : Function.Injective D.mulVec) (hε : ∀ s, 0 < ε s)
    (n : E → ℝ) (ρ : V → ℝ) :
    (poissonMatrix D ε n).det ≠ 0 ∧ poissonMatrix D ε n *ᵥ potential D ε n ρ = ρ := by
  have hdet : (poissonMatrix D ε n).det ≠ 0 := by
    intro h
    obtain ⟨ψ, hψ, h0⟩ := exists_mulVec_eq_zero_iff.mpr h
    have hp := poisson_form_pos hD hε n hψ
    rw [h0, dotProduct_zero] at hp
    exact lt_irrefl _ hp
  refine ⟨hdet, ?_⟩
  unfold potential
  rw [mulVec_mulVec, mul_nonsing_inv _ (isUnit_iff_ne_zero.mpr hdet), one_mulVec]

/-- Along a density path on which the link permittivities are continuous at `t₀`, the discrete
gradient of the potential is continuous at `t₀`. -/
theorem field_continuousAt (hD : Function.Injective D.mulVec) (hε : ∀ s, 0 < ε s)
    {n : ℝ → E → ℝ} {t₀ : ℝ} (hc : ∀ e, ContinuousAt (fun t => ε (n t e)) t₀)
    (ρ : V → ℝ) (e : E) :
    ContinuousAt (fun t => (D *ᵥ potential D ε (n t) ρ) e) t₀ := by
  have hw : ContinuousAt (fun t e => ε (n t e)) t₀ := continuousAt_pi.mpr hc
  have hlin : Continuous (fun w : E → ℝ => (4 * π)⁻¹ • (Dᵀ * diagonal w * D)) :=
    ((continuous_const.matrix_mul continuous_id.matrix_diagonal).matrix_mul
      continuous_const).const_smul _
  have hA : ContinuousAt (fun t => poissonMatrix D ε (n t)) t₀ := by
    have h := hlin.continuousAt.comp hw
    exact h
  -- the inverse is the adjugate divided by the nonvanishing determinant
  have hdet : ContinuousAt (fun t => (poissonMatrix D ε (n t)).det) t₀ :=
    (Continuous.matrix_det (continuous_id (X := Matrix V V ℝ))).continuousAt.comp hA
  have hadj : ContinuousAt (fun t => (poissonMatrix D ε (n t)).adjugate) t₀ :=
    (Continuous.matrix_adjugate (continuous_id (X := Matrix V V ℝ))).continuousAt.comp hA
  have hinv : ContinuousAt (fun t => (poissonMatrix D ε (n t))⁻¹) t₀ := by
    simp only [Matrix.inv_def, Ring.inverse_eq_inv']
    exact (hdet.inv₀ (poisson_equation hD hε (n t₀) ρ).1).smul hadj
  have hf : Continuous (fun M : Matrix V V ℝ => (D *ᵥ (M *ᵥ ρ)) e) :=
    (continuous_apply e).comp (continuous_const.matrix_mulVec
      (continuous_id.matrix_mulVec continuous_const))
  exact hf.continuousAt.comp hinv

end

end DiscreteFattebertGygi
```

Messages:

```
Main.lean:73:4: error: Type mismatch
  Continuous.const_smul
    (Continuous.matrix_mul (Continuous.matrix_mul continuous_const (Continuous.matrix_diagonal continuous_id))
      continuous_const)
    ?m.140
has type
  Continuous (?m.140 • fun x => ?m.88 * diagonal (id x) * ?m.131)
but is expected to have type
  Continuous fun w => (4 * π)⁻¹ • (Dᵀ * diagonal w * D)
```

Diagnosis. The one error is in `hlin`, the continuity of the Poisson matrix as a function of the link permittivities `w`. There `Continuous.const_smul` gave a statement about a scalar multiplying a whole function, `?m.140 • fun x => ...`, while the goal has the scalar inside the function, `fun w => (4 * π)⁻¹ • (...)`. The two forms agree once scalar multiplication of functions is unfolded to act pointwise, but Lean did not match them here. The message also shows the scalar and the two constant matrices still undetermined, as `?m.140`, `?m.88` and `?m.131`.

The repair first proves `hprod`, the continuity of the matrix product without the scalar, with its function written out, so that the constant matrices are fixed by the stated type. It then composes this with `continuous_const_smul (4 * π)⁻¹`, the continuity of multiplication by that explicit scalar. Unfolding the composition puts the scalar inside the function, as `hlin` requires.

Fix (accepted with no message):

```diff
@@ -70,7 +70,8 @@
     ContinuousAt (fun t => (D *ᵥ potential D ε (n t) ρ) e) t₀ := by
   have hw : ContinuousAt (fun t e => ε (n t e)) t₀ := continuousAt_pi.mpr hc
+  have hprod : Continuous (fun w : E → ℝ => Dᵀ * diagonal w * D) :=
+    (continuous_const.matrix_mul continuous_id.matrix_diagonal).matrix_mul continuous_const
   have hlin : Continuous (fun w : E → ℝ => (4 * π)⁻¹ • (Dᵀ * diagonal w * D)) :=
-    ((continuous_const.matrix_mul continuous_id.matrix_diagonal).matrix_mul
-      continuous_const).const_smul _
+    (continuous_const_smul (4 * π)⁻¹).comp hprod
   have hA : ContinuousAt (fun t => poissonMatrix D ε (n t)) t₀ := by
     have h := hlin.continuousAt.comp hw
```
